# The index of the overlap Dirac operator on a finite lattice as a trace

Suppose the chiral zero modes of a lattice Dirac operator are counted from a numerical diagonalisation. A tolerance must then decide which small eigenvalues are zero, and a degenerate kernel may come back as vectors that mix the two chiralities. For the overlap operator built from two Hermitian involutions on a finite-dimensional space, the difference of the two chiral counts can be found from a trace, without computing any zero mode.

## The operator and its zero modes

The finite type `n` labels the components of a lattice fermion field (site, spin and colour together), and a field is a vector x in `n → ℂ`.

```lean
import Mathlib

open Matrix Module
open scoped ComplexOrder

namespace OverlapIndex

noncomputable section

variable {n : Type*} [Fintype n] [DecidableEq n]
```

The matrix G is the chirality matrix γ₅, and S stands for the sign of the Hermitian Wilson kernel. The overlap operator D is set up in units where the lattice spacing and the overall normalisation are absorbed:

D = 1 + GS

```lean
/-- The overlap Dirac operator `D = 1 + G S` built from the chirality matrix `G` and the sign `S`
of the Wilson kernel. -/
def overlap (G S : Matrix n n ℂ) : Matrix n n ℂ := 1 + G * S
```

Zero modes are the solutions of Dx = 0. In Lean they form the kernel of the linear map x ↦ Dx.

```lean
/-- The space of zero modes of the overlap operator. -/
def zeroModes (G S : Matrix n n ℂ) : Submodule ℂ (n → ℂ) :=
  LinearMap.ker (overlap G S).mulVecLin
```

A zero mode has chirality c if also Gx = cx. The definition accepts any complex c; only c = 1 and c = −1 are used.

```lean
/-- The zero modes of chirality `c`, that is, those with `G x = c x`. -/
def chiralModes (G S : Matrix n n ℂ) (c : ℂ) : Submodule ℂ (n → ℂ) :=
  zeroModes G S ⊓ Module.End.eigenspace G.mulVecLin c
```

Write N₊ and N₋ for the dimensions of the spaces of zero modes with chirality 1 and −1. The index is the integer N₊ − N₋, which fixes the sign convention.

```lean
/-- The index: the number of independent zero modes of chirality `1` minus the number of those of
chirality `-1`. -/
def index (G S : Matrix n n ℂ) : ℤ :=
  (finrank ℂ (chiralModes G S 1) : ℤ) - (finrank ℂ (chiralModes G S (-1)) : ℤ)
```

For a matrix A, let Π(A) = (1 + A)/2, called `proj A` in the code.

```lean
/-- The matrix `(1 + A) / 2`. -/
def proj (A : Matrix n n ℂ) : Matrix n n ℂ := (1 / 2 : ℂ) • (1 + A)
```

The hypotheses G² = 1 and S² = 1 appear below as `hG` and `hS`. The second reflects a Wilson kernel with no zero eigenvalue, so that its sign has only the eigenvalues ±1. The kernel itself and the gauge field are not modelled: S is any matrix with the stated properties.

## (a) The Ginsparg–Wilson relation

Assume G² = S² = 1. Show that D satisfies the lattice form of chiral symmetry,

GD + DG = DGD.

**Solution.** Expand both sides:

GD + DG = 2G + G²S + GSG

DGD = G + G²S + GSG + GSG²S

The last term is GS² = G, so the sides agree. In Lean, `k` is this reduction, and `noncomm_ring` does the expansion without commuting G and S.

```lean
/-- The overlap operator obeys the Ginsparg-Wilson relation `G D + D G = D G D`. -/
theorem ginsparg_wilson {G S : Matrix n n ℂ} (hG : G * G = 1) (hS : S * S = 1) :
    G * overlap G S + overlap G S * G = overlap G S * G * overlap G S := by
  have k : G * S * G * (G * S) = G := by
    calc G * S * G * (G * S) = G * S * (G * G) * S := by noncomm_ring
      _ = G := by rw [hG, mul_one, mul_assoc, hS, mul_one]
  unfold overlap
  linear_combination (norm := noncomm_ring) -k
```

## (b) Chirality acts within the kernel

Under the same assumptions, show that

Dx = 0 implies D(Gx) = 0.

**Solution.** Apply the relation from (a) to x. The terms GDx and DGDx vanish, leaving DGx = 0. The proof applies both sides to `x` and simplifies with `hx'`.

```lean
/-- The chirality matrix maps zero modes to zero modes. -/
theorem zeroModes_invariant {G S : Matrix n n ℂ} (hG : G * G = 1) (hS : S * S = 1)
    {x : n → ℂ} (hx : x ∈ zeroModes G S) : G *ᵥ x ∈ zeroModes G S := by
  have hx' : overlap G S *ᵥ x = 0 := hx
  -- apply the Ginsparg-Wilson relation to the zero mode
  have h := congrArg (fun M => M *ᵥ x) (ginsparg_wilson hG hS)
  simp only [Matrix.add_mulVec, ← Matrix.mulVec_mulVec, hx', Matrix.mulVec_zero, zero_add] at h
  exact h
```

## (c) Applying an involution twice

For A² = 1, show that

A(Ax) = x.

**Solution.** A(Ax) = A²x = x.

```lean
lemma apply_twice {A : Matrix n n ℂ} (hA : A * A = 1) (x : n → ℂ) : A *ᵥ (A *ᵥ x) = x := by
  rw [Matrix.mulVec_mulVec, hA, Matrix.one_mulVec]
```

## (d) Membership in a chiral sector

Express membership in the space of zero modes of chirality c by two equations:

Dx = 0 and Gx = cx.

**Solution.** The space is the intersection of ker D with the eigenspace of G at c, so both conditions hold, and conversely.

```lean
lemma mem_chiralModes {G S : Matrix n n ℂ} {c : ℂ} {x : n → ℂ} :
    x ∈ chiralModes G S c ↔ x ∈ zeroModes G S ∧ G *ᵥ x = c • x := by
  rw [chiralModes, Submodule.mem_inf, Module.End.mem_eigenspace_iff]
  exact Iff.rfl
```

## (e) Splitting the kernel by chirality

For G² = S² = 1, show that no zero modes are missed by sorting them by chirality:

dim ker D = N₊ + N₋.

**Solution.** For x in ker D, put

x₊ = (x + Gx)/2, x₋ = (x − Gx)/2.

By (b) both lie in ker D. Since G²x = x, we have Gx₊ = x₊ and Gx₋ = −x₋, and x = x₊ + x₋. If a vector has both chiralities, x = Gx = −x, so x = 0. The sum is therefore direct and dimensions add. In the proof, `hsup` says that the two chiral spaces together span ker D, and `hinf` that they have only the zero vector in common.

```lean
/-- The number of independent zero modes is the sum of the numbers of chirality `1` and `-1`. -/
theorem finrank_zeroModes {G S : Matrix n n ℂ} (hG : G * G = 1) (hS : S * S = 1) :
    finrank ℂ (zeroModes G S) =
      finrank ℂ (chiralModes G S 1) + finrank ℂ (chiralModes G S (-1)) := by
  have hsup : chiralModes G S 1 ⊔ chiralModes G S (-1) = zeroModes G S := by
    refine le_antisymm (sup_le inf_le_left inf_le_left) fun x hx => ?_
    have hGx := zeroModes_invariant hG hS hx
    -- split x into its two chiral parts
    refine Submodule.mem_sup.2 ⟨(1 / 2 : ℂ) • (x + G *ᵥ x), mem_chiralModes.2 ⟨?_, ?_⟩,
      (1 / 2 : ℂ) • (x - G *ᵥ x), mem_chiralModes.2 ⟨?_, ?_⟩, by module⟩
    · exact Submodule.smul_mem _ _ (Submodule.add_mem _ hx hGx)
    · rw [Matrix.mulVec_smul, Matrix.mulVec_add, apply_twice hG]
      module
    · exact Submodule.smul_mem _ _ (Submodule.sub_mem _ hx hGx)
    · rw [Matrix.mulVec_smul, Matrix.mulVec_sub, apply_twice hG]
      module
  have hinf : chiralModes G S 1 ⊓ chiralModes G S (-1) = ⊥ := by
    refine (Submodule.eq_bot_iff _).2 fun x hx => ?_
    have h1 := (mem_chiralModes.1 hx.1).2
    have h2 := (mem_chiralModes.1 hx.2).2
    linear_combination (norm := module) (1 / 2 : ℂ) • h2 - (1 / 2 : ℂ) • h1
  have h := Submodule.finrank_sup_add_finrank_inf_eq (chiralModes G S 1) (chiralModes G S (-1))
  rw [hsup, hinf, finrank_bot, add_zero] at h
  exact h
```

## (f) Zero modes without the product GS

For G² = 1, show that Dx = 0 is equivalent to

Sx = −Gx.

**Solution.** Dx = 0 says G(Sx) = −x. Multiplication by G gives Sx = −Gx. Conversely, Sx = −Gx gives Dx = x − G²x = 0.

```lean
/-- A vector is a zero mode exactly when `S` acts on it as `-G`. -/
theorem mem_zeroModes_iff {G S : Matrix n n ℂ} (hG : G * G = 1) {x : n → ℂ} :
    x ∈ zeroModes G S ↔ S *ᵥ x = -(G *ᵥ x) := by
  have e : overlap G S *ᵥ x = x + G *ᵥ (S *ᵥ x) := by
    rw [overlap, Matrix.add_mulVec, Matrix.one_mulVec, Matrix.mulVec_mulVec]
  change overlap G S *ᵥ x = 0 ↔ _
  rw [e]
  constructor
  · intro h
    have h' : G *ᵥ (S *ᵥ x) = -x := eq_neg_of_add_eq_zero_right h
    rw [← apply_twice hG (S *ᵥ x), h', Matrix.mulVec_neg]
  · intro h
    rw [h, Matrix.mulVec_neg, apply_twice hG, add_neg_cancel]
```

## (g) The action of Π(A)

Show that

Π(A)x = (x + Ax)/2.

**Solution.** Distribute (1 + A)/2 over x.

```lean
lemma proj_mulVec (A : Matrix n n ℂ) (x : n → ℂ) :
    proj A *ᵥ x = (1 / 2 : ℂ) • (x + A *ᵥ x) := by
  rw [proj, Matrix.smul_mulVec, Matrix.add_mulVec, Matrix.one_mulVec]
```

## (h) The range of Π(A)

For A² = 1, show that x lies in the range of Π(A) exactly when

Ax = x.

**Solution.** If x = (y + Ay)/2, then Ax = (Ay + y)/2 = x. If Ax = x, then Π(A)x = x, so x is its own preimage.

```lean
lemma mem_range_proj {A : Matrix n n ℂ} (hA : A * A = 1) {x : n → ℂ} :
    x ∈ LinearMap.range (proj A).mulVecLin ↔ A *ᵥ x = x := by
  constructor
  · rintro ⟨y, rfl⟩
    rw [Matrix.mulVecLin_apply, proj_mulVec, Matrix.mulVec_smul, Matrix.mulVec_add,
      apply_twice hA, add_comm]
  · intro h
    refine ⟨x, ?_⟩
    rw [Matrix.mulVecLin_apply, proj_mulVec, h]
    module
```

## (i) The kernel of Π(A)

Show that Π(A)x = 0 exactly when

Ax = −x.

**Solution.** The equation (x + Ax)/2 = 0 is the same as Ax = −x; no condition on A is needed.

```lean
lemma mem_ker_proj {A : Matrix n n ℂ} {x : n → ℂ} :
    x ∈ LinearMap.ker (proj A).mulVecLin ↔ A *ᵥ x = -x := by
  rw [LinearMap.mem_ker, Matrix.mulVecLin_apply, proj_mulVec]
  constructor
  · intro h
    linear_combination (norm := module) (2 : ℂ) • h
  · intro h
    rw [h, add_neg_cancel, smul_zero]
```

## (j) The trace of a projector

For A² = 1, show that

tr Π(A) = dim ran Π(A).

**Solution.** By (h), Π(A) acts as the identity on its range, so it is a projector. In a basis made of a basis of the range followed by one of the kernel, it is diagonal, with a 1 for each range vector and 0 elsewhere. Lean records the projector property as `hp`, takes the trace of the linear map, and identifies it with the matrix trace.

```lean
lemma trace_proj {A : Matrix n n ℂ} (hA : A * A = 1) :
    (proj A).trace = (finrank ℂ (LinearMap.range (proj A).mulVecLin) : ℂ) := by
  have hp : LinearMap.IsProj (LinearMap.range (proj A).mulVecLin) (proj A).mulVecLin := by
    refine ⟨fun x => LinearMap.mem_range_self _ x, fun x hx => ?_⟩
    rw [Matrix.mulVecLin_apply, proj_mulVec, (mem_range_proj hA).1 hx]
    module
  rw [← hp.trace, ← Matrix.toLin'_apply',
    LinearMap.trace_eq_matrix_trace ℂ (Pi.basisFun ℂ n),
    LinearMap.toMatrix_eq_toMatrix', LinearMap.toMatrix'_toLin']
```

## (k) Rank–nullity on a range

For any square matrices P and Q of the same size, show that

dim(ran P ∩ ker Q) + rank(QP) = dim ran P.

**Solution.** Restrict Q to ran P. The kernel of the restriction is ran P ∩ ker Q, and its image is ran QP. Rank–nullity for the restricted map gives the claim. In the proof, `domRestrict` is this restriction.

```lean
omit [DecidableEq n] in
/-- Rank-nullity for `Q` restricted to the range of `P`. -/
lemma finrank_inf_add_rank (P Q : Matrix n n ℂ) :
    finrank ℂ ↥(LinearMap.range P.mulVecLin ⊓ LinearMap.ker Q.mulVecLin) + (Q * P).rank =
      finrank ℂ (LinearMap.range P.mulVecLin) := by
  have h := LinearMap.finrank_range_add_finrank_ker
    (Q.mulVecLin.domRestrict (LinearMap.range P.mulVecLin))
  rw [LinearMap.range_domRestrict, LinearMap.ker_domRestrict, ← LinearMap.range_comp,
    ← Matrix.mulVecLin_mul, ← Submodule.finrank_map_subtype_eq,
    Submodule.map_comap_subtype] at h
  rw [Matrix.rank, add_comm]
  exact h
```

## (l) Hermiticity of Π(A)

For A† = A, show that

Π(A)† = Π(A).

**Solution.** The identity and A are Hermitian, and the factor 1/2 is real.

```lean
omit [Fintype n] in
lemma proj_hermitian {A : Matrix n n ℂ} (hA : A.IsHermitian) : (proj A)ᴴ = proj A := by
  simp [proj, Matrix.conjTranspose_smul, hA.eq]
```

## (m) The index

Let G and S be Hermitian with G² = S² = 1. Show that

N₊ − N₋ = tr(G − S)/2.

**Solution.** By (f), a zero mode with Gx = x has Sx = −x, and one with Gx = −x has Sx = x. The converses hold too. By (h) and (i), the positive zero modes form ran Π(G) ∩ ker Π(S), and the negative ones ran Π(S) ∩ ker Π(G). Part (k) gives

N₊ + rank(Π(S)Π(G)) = dim ran Π(G)

N₋ + rank(Π(G)Π(S)) = dim ran Π(S)

By (l), the two products are adjoints of each other, so their ranks are equal. Subtract and use (j):

N₊ − N₋ = tr Π(G) − tr Π(S) = tr(G − S)/2

In the proof, `hpos` and `hneg` describe the two sectors, `hr` equates the ranks, and `linear_combination` performs the subtraction. The equation is stated in ℂ, with the integer index cast into it. It is an identity of linear algebra; relating the trace to the topological charge of a gauge field would require further input.

```lean
/-- For Hermitian involutions `G` and `S`, the number of independent zero modes of the overlap
operator of chirality `1` minus the number of chirality `-1` equals `tr (G - S) / 2`. -/
theorem index_eq_half_trace {G S : Matrix n n ℂ} (hGh : G.IsHermitian) (hSh : S.IsHermitian)
    (hG : G * G = 1) (hS : S * S = 1) : (index G S : ℂ) = (G - S).trace / 2 := by
  -- chiral zero modes as intersections of ranges and kernels of the two projectors
  have hpos : chiralModes G S 1 =
      LinearMap.range (proj G).mulVecLin ⊓ LinearMap.ker (proj S).mulVecLin := by
    ext x
    rw [mem_chiralModes, mem_zeroModes_iff hG, Submodule.mem_inf, mem_range_proj hG,
      mem_ker_proj, one_smul]
    exact ⟨fun h => ⟨h.2, by rw [h.1, h.2]⟩, fun h => ⟨by rw [h.1, h.2], h.1⟩⟩
  have hneg : chiralModes G S (-1) =
      LinearMap.range (proj S).mulVecLin ⊓ LinearMap.ker (proj G).mulVecLin := by
    ext x
    rw [mem_chiralModes, mem_zeroModes_iff hG, Submodule.mem_inf, mem_range_proj hS,
      mem_ker_proj, neg_one_smul]
    exact ⟨fun h => ⟨by rw [h.1, h.2, neg_neg], h.2⟩,
      fun h => ⟨by rw [h.1, h.2, neg_neg], h.2⟩⟩
  -- Hermiticity makes the two mixed ranks equal
  have hr : (proj G * proj S).rank = (proj S * proj G).rank := by
    rw [← Matrix.rank_conjTranspose (proj S * proj G), Matrix.conjTranspose_mul,
      proj_hermitian hGh, proj_hermitian hSh]
  have h1 := congrArg (Nat.cast : ℕ → ℂ) (finrank_inf_add_rank (proj G) (proj S))
  have h2 := congrArg (Nat.cast : ℕ → ℂ) (finrank_inf_add_rank (proj S) (proj G))
  rw [← hpos, Nat.cast_add] at h1
  rw [← hneg, hr, Nat.cast_add] at h2
  have t : (proj G).trace - (proj S).trace = (G - S).trace / 2 := by
    simp only [proj, Matrix.trace_smul, Matrix.trace_add, Matrix.trace_sub, smul_eq_mul]
    ring
  rw [index, Int.cast_sub, Int.cast_natCast, Int.cast_natCast]
  linear_combination h1 - h2 - trace_proj hG + trace_proj hS + t
```

## (n) A traceless chirality matrix

Add the assumption tr G = 0, which holds when the lattice space has equally many components of each chirality. Show that

N₊ − N₋ = −tr S/2.

**Solution.** Set tr G = 0 in (m). When S is the sign of a Wilson kernel on a finite lattice, tr S is the number of its positive eigenvalues minus the number of negative ones, so in a simulation the index can be obtained from these counts.

```lean
/-- For Hermitian involutions `G` and `S` with `G` traceless, the index is minus half the trace of
`S`. -/
theorem index_eq_neg_half_trace_sign {G S : Matrix n n ℂ} (hGh : G.IsHermitian)
    (hSh : S.IsHermitian) (hG : G * G = 1) (hS : S * S = 1) (htr : G.trace = 0) :
    (index G S : ℂ) = -S.trace / 2 := by
  rw [index_eq_half_trace hGh hSh hG hS, Matrix.trace_sub, htr, zero_sub]
```

## (o) Four states with one unpaired zero mode

Take basis vectors e₀, e₁, e₂, e₃ and let G = diag(1, 1, −1, −1).

```lean
/-- A traceless chirality matrix on four states. -/
def gammaEx : Matrix (Fin 4) (Fin 4) ℂ :=
  !![1, 0, 0, 0; 0, 1, 0, 0; 0, 0, -1, 0; 0, 0, 0, -1]
```

Let S send e₀ to −e₀ and e₃ to −e₃, and exchange e₁ and e₂.

```lean
/-- A sign matrix on four states that exchanges the two middle states. -/
def signEx : Matrix (Fin 4) (Fin 4) ℂ :=
  !![-1, 0, 0, 0; 0, 0, 1, 0; 0, 1, 0, 0; 0, 0, 0, -1]
```

Show that G and S are Hermitian involutions with GS ≠ SG, and that

N₊ − N₋ = 1.

**Solution.** Both matrices are real and symmetric, and both square to 1. With rows and columns numbered from 0, like the basis vectors, the entry in row 1, column 2 is 1 for GS and −1 for SG, so they do not commute. For the zero modes, compute D on the basis:

De₀ = 0, De₁ = e₁ − e₂, De₂ = e₁ + e₂, De₃ = 2e₃

The last three images are linearly independent, so ker D is spanned by e₀. Since Ge₀ = e₀, N₊ = 1 and N₋ = 0. The trace agrees: tr G = 0 and tr S = −2, so tr(G − S)/2 = 1. Lean checks the matrix properties entry by entry and obtains the index from the trace formula in (m).

```lean
/-- The matrices `gammaEx` and `signEx` are Hermitian involutions that do not commute, and their
overlap operator has index one. -/
theorem index_witness :
    gammaEx.IsHermitian ∧ signEx.IsHermitian ∧ gammaEx * gammaEx = 1 ∧ signEx * signEx = 1 ∧
      gammaEx * signEx ≠ signEx * gammaEx ∧ index gammaEx signEx = 1 := by
  have a : gammaEx.IsHermitian := Matrix.IsHermitian.ext fun i j => by
    fin_cases i <;> fin_cases j <;> simp [gammaEx]
  have b : signEx.IsHermitian := Matrix.IsHermitian.ext fun i j => by
    fin_cases i <;> fin_cases j <;> simp [signEx]
  have c : gammaEx * gammaEx = 1 := by
    ext i j
    fin_cases i <;> fin_cases j <;> simp [gammaEx, Matrix.mul_apply, Fin.sum_univ_four]
  have d : signEx * signEx = 1 := by
    ext i j
    fin_cases i <;> fin_cases j <;> simp [signEx, Matrix.mul_apply, Fin.sum_univ_four]
  refine ⟨a, b, c, d, fun h => ?_, ?_⟩
  · have h12 : (1 : ℂ) = -1 := by
      simpa [gammaEx, signEx, Matrix.mul_apply, Fin.sum_univ_four] using
        congrFun (congrFun h 1) 2
    norm_num at h12
  · have h := index_eq_half_trace a b c d
    have t : (gammaEx - signEx).trace / 2 = 1 := by
      simp [gammaEx, signEx, Matrix.trace, Fin.sum_univ_four]
    rw [t] at h
    exact_mod_cast h

end

end OverlapIndex
```

```lean
#print axioms OverlapIndex.finrank_zeroModes
#print axioms OverlapIndex.index_eq_neg_half_trace_sign
```

```
'OverlapIndex.finrank_zeroModes' depends on axioms: [propext, Classical.choice, Quot.sound]
'OverlapIndex.index_eq_neg_half_trace_sign' depends on axioms: [propext, Classical.choice, Quot.sound]
```
